# For g > 0, the one-dimensional adiabatic polaron functional ∫ (ψ'² − (g/2)ψ⁴) dx has minimum −g²/48 over normalised real differentiable ψ

The self-consistent polaron equation by itself says that a normalised solution is a stationary point, not that its energy is the least possible. For the one-dimensional functional with local coupling g > 0, the lower bound −g²/48 holds for every real, differentiable, normalised trial function of finite kinetic energy, and a sech profile attains it.

In Lean 4 with Mathlib:

```lean
import Mathlib

open MeasureTheory Filter Set Topology

namespace AdiabaticPolaron

noncomputable section

/-- A normalised real electron wave function on the line with finite kinetic energy. -/
structure IsTrialState (ψ : ℝ → ℝ) : Prop where
  diff : Differentiable ℝ ψ
  charge : Integrable (fun x => ψ x ^ 2)
  kinetic : Integrable (fun x => deriv ψ x ^ 2)
  norm : ∫ x, ψ x ^ 2 = 1

/-- The one-dimensional adiabatic polaron functional with coupling `g`. -/
def polaronEnergy (g : ℝ) (ψ : ℝ → ℝ) : ℝ :=
  ∫ x, (deriv ψ x ^ 2 - g / 2 * ψ x ^ 4)

/-- The electron charge found to the left of `x`. -/
def leftCharge (ψ : ℝ → ℝ) (x : ℝ) : ℝ := ∫ t in Iic x, ψ t ^ 2

/-- The self-trapped profile with inverse width `c > 0`. -/
def soliton (c x : ℝ) : ℝ := √(c / 2) / Real.cosh (c * x)

/-- The density of a trial state has derivative `2 ψ ψ'`, the product `ψ ψ'` is integrable,
and the density is bounded. -/
theorem density_regular {ψ : ℝ → ℝ} (h : IsTrialState ψ) :
    (∀ x, HasDerivAt (fun y => ψ y ^ 2) (2 * (ψ x * deriv ψ x)) x) ∧
    Integrable (fun x => ψ x * deriv ψ x) ∧ ∃ M, ∀ x, ψ x ^ 2 ≤ M := by
  have hs : ∀ x, HasDerivAt (fun y => ψ y ^ 2) (2 * (ψ x * deriv ψ x)) x := by
    intro x
    have d := (h.diff x).hasDerivAt
    have e : (fun y => ψ y ^ 2) = fun y => ψ y * ψ y := by funext y; ring
    rw [e]
    exact (d.fun_mul d).congr_deriv (by ring)
  have hx : Integrable (fun x => ψ x * deriv ψ x) := by
    refine (h.charge.add h.kinetic).mono'
      (h.diff.continuous.measurable.mul (measurable_deriv ψ)).aestronglyMeasurable
      (ae_of_all _ fun x => ?_)
    show |ψ x * deriv ψ x| ≤ ψ x ^ 2 + deriv ψ x ^ 2
    exact abs_le.2 ⟨by nlinarith [sq_nonneg (ψ x + deriv ψ x), sq_nonneg (ψ x - deriv ψ x)],
      by nlinarith [sq_nonneg (ψ x + deriv ψ x), sq_nonneg (ψ x - deriv ψ x)]⟩
  refine ⟨hs, hx, ψ 0 ^ 2 + ∫ t, ‖2 * (ψ t * deriv ψ t)‖, fun x => ?_⟩
  have hi := hx.const_mul 2
  have e := intervalIntegral.integral_eq_sub_of_hasDerivAt (a := 0) (b := x)
    (fun y _ => hs y) hi.intervalIntegrable
  have b1 := intervalIntegral.norm_integral_le_integral_norm_uIoc (a := 0) (b := x)
    (f := fun t => 2 * (ψ t * deriv ψ t)) (μ := volume)
  have b2 := setIntegral_le_integral (s := uIoc 0 x) hi.norm
    (ae_of_all _ fun t => norm_nonneg _)
  rw [e, Real.norm_eq_abs] at b1
  linarith [le_abs_self (ψ x ^ 2 - ψ 0 ^ 2)]

/-- The charge to the left of `x` grows at the rate of the density, from zero to one. -/
theorem leftCharge_profile {ψ : ℝ → ℝ} (h : IsTrialState ψ) :
    (∀ x, HasDerivAt (leftCharge ψ) (ψ x ^ 2) x) ∧
    Tendsto (leftCharge ψ) atBot (𝓝 0) ∧ Tendsto (leftCharge ψ) atTop (𝓝 1) := by
  have hF : leftCharge ψ = fun x => (∫ t in Iic 0, ψ t ^ 2) + ∫ t in (0 : ℝ)..x, ψ t ^ 2 := by
    funext x
    have e : (∫ t in Iic x, ψ t ^ 2) - ∫ t in Iic 0, ψ t ^ 2 = ∫ t in (0 : ℝ)..x, ψ t ^ 2 :=
      intervalIntegral.integral_Iic_sub_Iic h.charge.integrableOn h.charge.integrableOn
    unfold leftCharge
    linarith
  rw [hF]
  refine ⟨fun x => ?_, ?_, ?_⟩
  · exact ((h.diff.continuous.pow 2).integral_hasStrictDerivAt 0 x).hasDerivAt.const_add _
  · have b : Tendsto (fun x : ℝ => ∫ t in x..0, ψ t ^ 2) atBot (𝓝 (∫ t in Iic 0, ψ t ^ 2)) :=
      intervalIntegral_tendsto_integral_Iic 0 h.charge.integrableOn tendsto_id
    have b' := b.const_sub (∫ t in Iic 0, ψ t ^ 2)
    rw [sub_self] at b'
    refine b'.congr fun x => ?_
    rw [intervalIntegral.integral_symm x 0, sub_eq_add_neg]
  · have b : Tendsto (fun x : ℝ => ∫ t in (0 : ℝ)..x, ψ t ^ 2) atTop
        (𝓝 (∫ t in Ioi 0, ψ t ^ 2)) :=
      intervalIntegral_tendsto_integral_Ioi 0 h.charge.integrableOn tendsto_id
    have b' := b.const_add (∫ t in Iic 0, ψ t ^ 2)
    rwa [intervalIntegral.integral_Iic_add_Ioi h.charge.integrableOn h.charge.integrableOn,
      h.norm] at b'

/-- Completing the square: the polaron energy of a trial state is the integral of a square
minus `g² / 48`. -/
theorem energy_eq_square {ψ : ℝ → ℝ} (h : IsTrialState ψ) (g : ℝ) :
    polaronEnergy g ψ =
      (∫ x, (deriv ψ x + g / 4 * (2 * leftCharge ψ x - 1) * ψ x) ^ 2) - g ^ 2 / 48 := by
  obtain ⟨hs, hx, M, hM⟩ := density_regular h
  obtain ⟨hF, hbot, htop⟩ := leftCharge_profile h
  have hu : ∀ x, HasDerivAt (fun y => 2 * leftCharge ψ y - 1) (2 * ψ x ^ 2) x :=
    fun x => ((hF x).const_mul 2).sub_const 1
  have cu : Continuous (fun y => 2 * leftCharge ψ y - 1) :=
    continuous_iff_continuousAt.2 fun x => (hu x).continuousAt
  have bu : ∀ x, |2 * leftCharge ψ x - 1| ≤ 1 := by
    intro x
    have h0 : 0 ≤ leftCharge ψ x := integral_nonneg fun t => sq_nonneg (ψ t)
    have h1 : leftCharge ψ x ≤ ∫ t, ψ t ^ 2 :=
      setIntegral_le_integral h.charge (ae_of_all _ fun t => sq_nonneg (ψ t))
    rw [h.norm] at h1
    exact abs_le.2 ⟨by linarith, by linarith⟩
  -- a bounded continuous factor preserves integrability
  have bdd : ∀ (w q : ℝ → ℝ) (K : ℝ), Continuous w → (∀ x, |w x| ≤ K) → Integrable q →
      Integrable (fun x => w x * q x) := fun w q K hw hK hq =>
    (hq.norm.const_mul K).mono' (hw.aestronglyMeasurable.mul hq.aestronglyMeasurable)
      (ae_of_all _ fun x => by
        rw [norm_mul]
        exact mul_le_mul_of_nonneg_right (hK x) (norm_nonneg _))
  have i4 : Integrable (fun x => ψ x ^ 4) :=
    (bdd (fun x => ψ x ^ 2) _ M (h.diff.continuous.pow 2)
      (fun x => by rw [abs_of_nonneg (sq_nonneg (ψ x))]; exact hM x) h.charge).congr
      (ae_of_all _ fun x => by show ψ x ^ 2 * ψ x ^ 2 = ψ x ^ 4; ring)
  have i1 := bdd _ _ 1 cu bu hx
  have i2 := bdd _ _ 1 cu bu (bdd _ _ 1 cu bu h.charge)
  have iG := ((i1.const_mul (g / 2)).add (i4.const_mul (g / 2))).add (i2.const_mul (g ^ 2 / 16))
  -- the terms by which the square exceeds the energy density form a total derivative
  have dG : ∀ x, HasDerivAt (fun y => g / 4 * ((2 * leftCharge ψ y - 1) * ψ y ^ 2) +
      g ^ 2 / 96 * ((2 * leftCharge ψ y - 1) *
        ((2 * leftCharge ψ y - 1) * (2 * leftCharge ψ y - 1))))
      (g / 2 * ((2 * leftCharge ψ x - 1) * (ψ x * deriv ψ x)) + g / 2 * ψ x ^ 4 +
        g ^ 2 / 16 * ((2 * leftCharge ψ x - 1) * ((2 * leftCharge ψ x - 1) * ψ x ^ 2))) x :=
    fun x => ((((hu x).fun_mul (hs x)).const_mul (g / 4)).fun_add
      (((hu x).fun_mul ((hu x).fun_mul (hu x))).const_mul (g ^ 2 / 96))).congr_deriv (by ring)
  have st : Tendsto (fun x => ψ x ^ 2) atTop (𝓝 0) :=
    tendsto_zero_of_hasDerivAt_of_integrableOn_Ioi (a := 0) (fun x _ => hs x)
      (hx.const_mul 2).integrableOn h.charge.integrableOn
  have sb : Tendsto (fun x => ψ x ^ 2) atBot (𝓝 0) :=
    tendsto_zero_of_hasDerivAt_of_integrableOn_Iic (a := 0) (fun x _ => hs x)
      (hx.const_mul 2).integrableOn h.charge.integrableOn
  have ut := (htop.const_mul 2).sub_const 1
  have ub := (hbot.const_mul 2).sub_const 1
  have key := integral_of_hasDerivAt_of_tendsto dG iG
    (((ub.mul sb).const_mul (g / 4)).add ((ub.mul (ub.mul ub)).const_mul (g ^ 2 / 96)))
    (((ut.mul st).const_mul (g / 4)).add ((ut.mul (ut.mul ut)).const_mul (g ^ 2 / 96)))
  have split := integral_add (h.kinetic.sub (i4.const_mul (g / 2))) iG
  have e : (∫ x, (deriv ψ x + g / 4 * (2 * leftCharge ψ x - 1) * ψ x) ^ 2) =
      polaronEnergy g ψ + g ^ 2 / 48 := by
    refine Eq.trans (integral_congr_ae (ae_of_all _ fun x => ?_))
      (split.trans (congrArg₂ (· + ·) rfl (key.trans (by ring))))
    simp only [Pi.add_apply, Pi.sub_apply]
    ring
  rw [e]
  ring

/-- The density and the slope of the self-trapped profile. -/
theorem soliton_profile {c : ℝ} (hc : 0 < c) (x : ℝ) :
    soliton c x ^ 2 = c / 2 / Real.cosh (c * x) ^ 2 ∧
    HasDerivAt (soliton c)
      (-(c * (Real.sinh (c * x) / Real.cosh (c * x)) * soliton c x)) x := by
  have hl : HasDerivAt (fun y => c * y) c x := by simpa using (hasDerivAt_id' x).const_mul c
  constructor
  · rw [soliton, div_pow, Real.sq_sqrt (by positivity)]
  · exact ((hasDerivAt_const x (√(c / 2))).fun_div hl.cosh (Real.cosh_pos _).ne').congr_deriv
      (by unfold soliton; ring)

/-- The function `(1 + tanh (c x)) / 2` has the soliton density as its derivative and runs
from zero to one. -/
theorem kink_profile {c : ℝ} (hc : 0 < c) :
    (∀ x, HasDerivAt (fun y => (1 + Real.sinh (c * y) / Real.cosh (c * y)) / 2)
      (soliton c x ^ 2) x) ∧
    Tendsto (fun y => (1 + Real.sinh (c * y) / Real.cosh (c * y)) / 2) atBot (𝓝 0) ∧
    Tendsto (fun y => (1 + Real.sinh (c * y) / Real.cosh (c * y)) / 2) atTop (𝓝 1) := by
  constructor
  · intro x
    have hl : HasDerivAt (fun y => c * y) c x := by simpa using (hasDerivAt_id' x).const_mul c
    refine (((hl.sinh.fun_div hl.cosh (Real.cosh_pos _).ne').const_add 1).div_const 2).congr_deriv
      ?_
    rw [(soliton_profile hc x).1]
    linear_combination (c / 2 / Real.cosh (c * x) ^ 2) * Real.cosh_sq (c * x)
  -- rewrite the kink as a Fermi function to read off its limits
  have hk : (fun y => (1 + Real.sinh (c * y) / Real.cosh (c * y)) / 2) =
      fun y => (1 + Real.exp (-(2 * c) * y))⁻¹ := by
    funext y
    have hE : Real.exp (-(2 * c) * y) = (Real.cosh (c * y) - Real.sinh (c * y)) ^ 2 := by
      rw [Real.cosh_sub_sinh, pow_two, ← Real.exp_add]
      congr 1
      ring
    have h1 : 1 + (Real.cosh (c * y) - Real.sinh (c * y)) ^ 2 =
        2 * Real.cosh (c * y) * (Real.cosh (c * y) - Real.sinh (c * y)) := by
      linear_combination -Real.cosh_sq (c * y)
    have h2 := div_mul_cancel₀ (Real.sinh (c * y)) (Real.cosh_pos (c * y)).ne'
    apply eq_inv_of_mul_eq_one_left
    rw [hE, h1]
    linear_combination (Real.cosh (c * y) - Real.sinh (c * y)) * h2 + Real.cosh_sq (c * y)
  have hneg : -(2 * c) < 0 := by linarith
  rw [hk]
  constructor
  · exact tendsto_inv_atTop_zero.comp (tendsto_atTop_add_const_left atBot 1
      (Real.tendsto_exp_atTop.comp (tendsto_id.const_mul_atBot_of_neg hneg)))
  · have t := (Real.tendsto_exp_atBot.comp
      (tendsto_id.const_mul_atTop_of_neg hneg)).const_add 1
    simpa using t.inv₀ (by norm_num)

/-- The self-trapped profile is normalised and has finite kinetic energy. -/
theorem soliton_isTrialState {c : ℝ} (hc : 0 < c) : IsTrialState (soliton c) := by
  have hd : Differentiable ℝ (soliton c) :=
    fun x => (soliton_profile hc x).2.differentiableAt
  have hi : Integrable (fun x => soliton c x ^ 2) := by
    refine ((integrable_inv_one_add_sq.comp_mul_left' hc.ne').const_mul (c / 2)).mono'
      (hd.continuous.pow 2).aestronglyMeasurable (ae_of_all _ fun x => ?_)
    have h1 : |c * x| ≤ |Real.sinh (c * x)| := by
      rw [Real.abs_sinh]
      exact Real.self_le_sinh_iff.2 (abs_nonneg _)
    have h2 : 1 + (c * x) ^ 2 ≤ Real.cosh (c * x) ^ 2 := by
      linarith [sq_le_sq.2 h1, Real.cosh_sq (c * x)]
    rw [Real.norm_of_nonneg (sq_nonneg _), (soliton_profile hc x).1, div_eq_mul_inv (c / 2)]
    exact mul_le_mul_of_nonneg_left (inv_anti₀ (by positivity) h2) (by positivity)
  obtain ⟨kd, kb, kt⟩ := kink_profile hc
  refine ⟨hd, hi, ?_, ?_⟩
  · refine (hi.const_mul (c ^ 2)).mono'
      ((measurable_deriv _).pow_const 2).aestronglyMeasurable (ae_of_all _ fun x => ?_)
    have ht : (Real.sinh (c * x) / Real.cosh (c * x)) ^ 2 ≤ 1 := by
      rw [div_pow, div_le_one (pow_pos (Real.cosh_pos _) 2)]
      linarith [Real.cosh_sq (c * x)]
    rw [Real.norm_of_nonneg (sq_nonneg _), (soliton_profile hc x).2.deriv]
    nlinarith [mul_le_mul_of_nonneg_left ht (sq_nonneg (c * soliton c x))]
  · rw [integral_of_hasDerivAt_of_tendsto kd hi kb kt, sub_zero]

/-- With `c = g / 4` the profile solves the self-consistent equation
`-ψ'' - g ψ³ = -c² ψ`. -/
theorem soliton_equation {g : ℝ} (hg : 0 < g) (x : ℝ) :
    -deriv (deriv (soliton (g / 4))) x - g * soliton (g / 4) x ^ 3 =
      -(g / 4) ^ 2 * soliton (g / 4) x := by
  have hc : 0 < g / 4 := by positivity
  obtain ⟨hsq, hd⟩ := soliton_profile hc x
  have e : deriv (soliton (g / 4)) = fun y => -(g / 4 *
      (2 * ((1 + Real.sinh (g / 4 * y) / Real.cosh (g / 4 * y)) / 2) - 1) *
        soliton (g / 4) y) := by
    funext y
    rw [(soliton_profile hc y).2.deriv]
    ring
  have d2 := ((((((kink_profile hc).1 x).const_mul 2).sub_const 1).const_mul
    (g / 4)).fun_mul hd).fun_neg
  have ht : (Real.sinh (g / 4 * x) / Real.cosh (g / 4 * x)) ^ 2 =
      1 - 1 / Real.cosh (g / 4 * x) ^ 2 := by
    have hC := (Real.cosh_pos (g / 4 * x)).ne'
    rw [div_pow, eq_sub_iff_add_eq, ← add_div, ← Real.cosh_sq, div_self (pow_ne_zero 2 hC)]
  rw [e, d2.deriv]
  linear_combination (-(g / 2) * soliton (g / 4) x) * hsq -
    ((g / 4) ^ 2 * soliton (g / 4) x) * ht

/-- The self-trapped profile with `c = g / 4` has polaron energy `-g² / 48`. -/
theorem soliton_energy {g : ℝ} (hg : 0 < g) :
    polaronEnergy g (soliton (g / 4)) = -(g ^ 2 / 48) := by
  have hc : 0 < g / 4 := by positivity
  have h := soliton_isTrialState hc
  obtain ⟨kd, kb, _⟩ := kink_profile hc
  -- the completed square vanishes pointwise
  have hz : ∀ x, deriv (soliton (g / 4)) x +
      g / 4 * (2 * leftCharge (soliton (g / 4)) x - 1) * soliton (g / 4) x = 0 := by
    intro x
    have hF : leftCharge (soliton (g / 4)) x =
        (1 + Real.sinh (g / 4 * x) / Real.cosh (g / 4 * x)) / 2 - 0 :=
      integral_Iic_of_hasDerivAt_of_tendsto' (fun y _ => kd y) h.charge.integrableOn kb
    rw [hF, (soliton_profile hc x).2.deriv]
    ring
  rw [energy_eq_square h g]
  simp [hz]

/-- The least adiabatic polaron energy over all trial states on the line is `-g² / 48`. -/
theorem polaron_ground_energy {g : ℝ} (hg : 0 < g) :
    IsLeast (polaronEnergy g '' {ψ | IsTrialState ψ}) (-(g ^ 2 / 48)) := by
  refine ⟨⟨soliton (g / 4), soliton_isTrialState (by positivity), soliton_energy hg⟩, ?_⟩
  rintro _ ⟨ψ, hψ, rfl⟩
  rw [energy_eq_square hψ g]
  have h0 : 0 ≤ ∫ x, (deriv ψ x + g / 4 * (2 * leftCharge ψ x - 1) * ψ x) ^ 2 :=
    integral_nonneg fun x => sq_nonneg _
  linarith

end

end AdiabaticPolaron
```

```lean
#print axioms AdiabaticPolaron.soliton_equation
#print axioms AdiabaticPolaron.polaron_ground_energy
```

```
'AdiabaticPolaron.soliton_equation' depends on axioms: [propext, Classical.choice, Quot.sound]
'AdiabaticPolaron.polaron_ground_energy' depends on axioms: [propext, Classical.choice, Quot.sound]
```

## An electron in its own classical well

The functional, `polaronEnergy`, is

E(ψ) = ∫ (ψ'² − (g/2)ψ⁴) dx.

Units are chosen so that ħ²/2m = 1. The quartic term stands for a classical lattice that has relaxed around the electron's density: coupling −gφψ² and elastic cost (g/2)φ² give −(g/2)ψ⁴ at φ = ψ². The file starts from this functional and does not derive it from an electron-phonon Hamiltonian. Quantised phonons, complex wave functions and Pekar's three-dimensional Coulomb functional are not covered.

`IsTrialState` requires a real ψ, differentiable everywhere, with ψ² and ψ'² integrable and ∫ψ² = 1. In `polaron_ground_energy`, which assumes g > 0, `IsLeast` says that some trial state has energy −g²/48 and that none has less; it does not say that the minimiser is unique. `soliton_equation` adds that, with c = g/4, the profile

ψ(x) = √(c/2)/cosh(cx)

solves −ψ'' − gψ³ = −c²ψ.

For a grid solver of this one-dimensional classical-lattice model, −g²/48 is the exact reference for the ground-state energy in the limit of vanishing grid spacing and infinite box length.

## The energy as a square plus a constant

Let F(x) be the charge to the left of x (`leftCharge`), and put u = 2F − 1. Then u' = 2ψ², and u runs from −1 to 1. Expanding a square gives

(ψ' + (g/4)uψ)² = ψ'² + (g/2)uψψ' + (g²/16)u²ψ².

Now take

G = (g/4)uψ² + (g²/96)u³,

whose derivative is

G' = (g/2)ψ⁴ + (g/2)uψψ' + (g²/16)u²ψ².

Therefore

(ψ' + (g/4)uψ)² = ψ'² − (g/2)ψ⁴ + G'.

Since ψ² → 0 at both ends, G tends to −g²/96 on the left and to g²/96 on the right, and integration gives

E(ψ) = ∫ (ψ' + (g/4)uψ)² dx − g²/48.

The integral is never negative, so E(ψ) ≥ −g²/48.

The analysis behind this starts in `density_regular`. From |ψψ'| ≤ ψ² + ψ'², the derivative 2ψψ' of the density is integrable, so ψ² is bounded by some M. Then ψ⁴ ≤ Mψ² is integrable too. An integrable density with integrable derivative must vanish at infinity. `leftCharge_profile` supplies F' = ψ² and the limits 0 and 1.

In `energy_eq_square`, `dG` states that G has derivative G', `iG` that G' is integrable, and `key` gives the integral of G' from the boundary values of G; `split` separates the energy from G'. This identity holds for every real g.

## Why the sech profile reaches the bound

For the profile, ψ² = (c/2)/cosh²(cx), which is the derivative of (1 + tanh cx)/2. That function runs from 0 to 1, so ψ is normalised and

F = (1 + tanh cx)/2, u = tanh cx.

Differentiating the profile gives ψ' = −c tanh(cx)ψ = −cuψ. With c = g/4 the square vanishes at every x, and E = −g²/48.

Differentiating once more, with u' = 2ψ² and u² = 1 − 2ψ²/c,

ψ'' = −2cψ³ + c²u²ψ = c²ψ − 4cψ³ = c²ψ − gψ³,

which is the self-consistent equation.

`soliton_profile` gives the density and slope. `kink_profile` obtains the limits by rewriting (1 + tanh cx)/2 as 1/(1 + exp(−2cx)). `soliton_isTrialState` checks integrability using cosh²(cx) ≥ 1 + (cx)² and tanh² ≤ 1. In `soliton_equation`, `linear_combination` carries out the final substitution. In `soliton_energy`, `hz` is the vanishing square, and `polaron_ground_energy` combines this value with the lower bound.

## The eigenvalue is not the polaron energy

The equation's eigenvalue −c² = −g²/16 is easily mistaken for the total energy. Multiplying the equation by ψ and integrating gives

−c² = ∫ (ψ'² − gψ⁴) dx,

which counts the full interaction but omits the elastic cost (g/2)∫ψ⁴. For this profile ∫ψ⁴ = c/3 = g/12, so the cost is g²/24, and

−g²/16 + g²/24 = −g²/48.
